# The hole of a homogeneous N-particle state on a ring has a nonnegative structure factor

## Pairs of particles and the hole they leave

A particle sits at one site of a homogeneous system, and the density of the others around it differs from the mean density. This difference is the hole. Which functions of distance can be the hole of an actual \(N\)-particle state? To pose the question precisely, one must first choose how the pair density is defined for labelled particles. Here it is the mean number of ordered pairs of distinct particles at two given sites. This definition treats all labels alike, so the probability itself need not be permutation-invariant.

Let \(N\ge 1\) particles occupy a ring of \(L\ge 1\) sites, with positions \(x_i\in\mathbb Z_L\). A configuration \(\omega=(x_i)\) has probability \(P(\omega)\), and \(\langle\cdot\rangle\) is the mean over \(P\). The pair density is

\[
\rho_2(x,y)=\Big\langle \sum_{i\ne j}\mathbf 1[x_i=x,\;x_j=y]\Big\rangle ,
\]

where \(\mathbf 1[\cdot]\) is one if the condition holds and zero otherwise. If \(P\) is permutation-invariant and \(N\ge2\), all \(N(N-1)\) label pairs contribute equally, and \(\rho_2(x,y)\) is \(N(N-1)\) times the probability of finding two chosen particles at \(x\) and \(y\). There is no factor \(1/2\).

With \(\rho=N/L\), the hole is

\[
h(d)=\frac{\rho_2(0,d)}{\rho}-\rho .
\]

For electrons this is the exchange–correlation hole at one given interaction strength. The hole that gives the exchange–correlation energy in Kohn–Sham density-functional theory is the average of such holes over the interaction strength, from zero to its full value, at fixed density. In the theory of liquids the letter \(h\) usually denotes the dimensionless function \(\rho_2/\rho^2-1\), which is the present \(h\) divided by \(\rho\).

## The constraint

If \(P\) is unchanged when all particles are shifted together, then for every integer \(q\)

\[
S(q)=1+\sum_{d\in\mathbb Z_L}h(d)\cos\frac{2\pi q d}{L}\;\ge 0 .
\]

This is a necessary condition for \(N\)-representability: a proposed pair density that violates it belongs to no homogeneous \(N\)-particle distribution on the ring. Model exchange–correlation holes for a homogeneous system on a finite ring can be checked against it. This includes models of the hole averaged over the interaction strength, provided that the state is homogeneous at each strength: \(S(q)\) is one plus a linear function of \(h\), so an average of holes that satisfy the inequality satisfies it too. The condition makes no claim to be sufficient.

In Lean, a configuration is a function `Fin N → ZMod L`, and `IsHomogeneous P` collects three hypotheses: `P` is nonnegative, sums to one and is invariant under a common shift. Several particles may share a site; hard-core particles are the special case in which `P` vanishes on such configurations. The function `average` is the mean, `pairDensity` is \(\rho_2\), and `hole` is \(h\), with the density written directly as `N / L`. The instances `[NeZero L]` and `[NeZero N]` express \(L\ge1\) and \(N\ge1\). In the cosine, `d.val` is the representative of \(d\) between \(0\) and \(L-1\).

The name `structureFactor` stands for \(S(q)\) with the uniform background removed. It therefore vanishes at \(q=0\), whereas the common definition without this subtraction gives \(N\) there.

The step from this model to a quantum system is the identification of \(P\) with the diagonal of the \(N\)-particle density matrix in the site basis; for a pure state of spinless particles, \(P=|\Psi|^2\) with \(\Psi\) the normalised wave function. For electrons with spin, the diagonal is also summed over the spin variables. The theorem starts from \(P\) and concerns a finite ring, with no continuum or infinite-volume limit.

## From the hole to a squared amplitude

Write \(\theta(d)=2\pi q d/L\). Replacing \(d\) by another representative modulo \(L\) changes \(\theta\) by a multiple of \(2\pi\), so its sine and cosine are well defined on the ring.

**From one site to all particles.** Let \(g_i(\omega)\) be a property of particle \(i\) that is unchanged by a common shift. Shifting the configuration shows that \(\langle\sum_i\mathbf 1[x_i=x]\,g_i\rangle\) is the same for all \(x\). Each particle sits at exactly one site, so summing over \(x\) gives

\[
L\Big\langle\sum_i\mathbf 1[x_i=0]\,g_i\Big\rangle=\Big\langle\sum_i g_i\Big\rangle .
\]

The choice \(g_i=1\) shows that the mean occupation of a site is indeed \(N/L\).

**The pair sum.** Now take \(g_i=\sum_{j\ne i}\cos\theta(x_j-x_i)\). On the left, the condition \(x_i=0\) turns the cosine into \(\cos\theta(x_j)\), and sorting the pairs by \(x_j=d\) produces \(\rho_2(0,d)\). On the right, the cosine of a difference factorises:

\[
\sum_{i\ne j}\cos\theta(x_j-x_i)
=\Big(\sum_j\cos\theta(x_j)\Big)^2+\Big(\sum_j\sin\theta(x_j)\Big)^2-N
= M(\omega)-N ,
\]

where \(M(\omega)=\big|\sum_j e^{i\theta(x_j)}\big|^2\) and \(N\) is the contribution of the diagonal terms \(i=j\). Hence

\[
\sum_d\rho_2(0,d)\cos\theta(d)=\frac{\langle M\rangle-N}{L}.
\]

**The structure factor.** Dividing by \(\rho=N/L\) and subtracting the background gives, with \(C=\sum_d\cos\theta(d)\),

\[
S(q)=1+\frac{\langle M\rangle-N}{N}-\frac NL\,C=\frac{\langle M\rangle}{N}-\frac NL\,C .
\]

**The background.** Let \(D=\sum_d\sin\theta(d)\). Shifting the summation variable by \(x\) leaves both sums unchanged, so

\[
C=C\cos\theta(x)+D\sin\theta(x),\qquad
D=D\cos\theta(x)-C\sin\theta(x).
\]

Multiplying the first equation by \(C\), the second by \(D\), and adding them gives \((C^2+D^2)(\cos\theta(x)-1)=0\). Either \(C=0\), or \(\cos\theta(x)=1\) for every \(x\). The latter happens when \(L\) divides \(q\).

If \(C=0\), then \(S(q)=\langle M\rangle/N\ge0\), because \(M\) is a squared modulus and \(P\) is nonnegative. If the cosine is one everywhere, the sines vanish, \(M=N^2\) and \(C=L\), so \(S(q)=N-N=0\). At \(q=0\) this is the sum rule \(\sum_d h(d)=-1\): the hole contains exactly one missing particle.

## The Lean development

```lean
import Mathlib

namespace StructureFactorHole

noncomputable section

variable {N L : ℕ} [NeZero L]

/-- A translation-invariant probability on configurations of `N` particles on a ring of `L`
sites. -/
structure IsHomogeneous (P : (Fin N → ZMod L) → ℝ) : Prop where
  nonneg : ∀ ω, 0 ≤ P ω
  sum_one : ∑ ω, P ω = 1
  translation : ∀ ω a, P (fun i => ω i + a) = P ω

/-- The mean of an observable `F` over configurations weighted by `P`. -/
def average (P F : (Fin N → ZMod L) → ℝ) : ℝ := ∑ ω, P ω * F ω

/-- The pair density: the mean number of ordered pairs of distinct particles at `x` and `y`. -/
def pairDensity (P : (Fin N → ZMod L) → ℝ) (x y : ZMod L) : ℝ :=
  average P (fun ω => ∑ i, ∑ j, if i ≠ j ∧ ω i = x ∧ ω j = y then 1 else 0)

/-- The hole `h(d) = ρ₂(0,d)/ρ - ρ` at mean density `ρ = N/L`, for `N ≥ 1`. -/
def hole (P : (Fin N → ZMod L) → ℝ) (d : ZMod L) : ℝ :=
  pairDensity P 0 d / (N / L) - N / L

/-- The phase `2πqd/L` of the wave with integer wave number `q` at site `d`, for `L ≥ 1`. -/
def phase (q : ℤ) (d : ZMod L) : ℝ := 2 * Real.pi * q * d.val / L

/-- The structure factor: one plus the cosine transform of the hole, for `N ≥ 1`. -/
def structureFactor (P : (Fin N → ZMod L) → ℝ) (q : ℤ) : ℝ :=
  1 + ∑ d, hole P d * Real.cos (phase q d)

/-- The squared modulus of the density-wave amplitude `∑ⱼ exp(2πiq xⱼ/L)`. -/
def modePower (q : ℤ) (ω : Fin N → ZMod L) : ℝ :=
  (∑ j, Real.cos (phase q (ω j))) ^ 2 + (∑ j, Real.sin (phase q (ω j))) ^ 2

/-- In a homogeneous state, `L` times the mean of a translation-invariant particle property `g`
collected at one site `x` is its mean collected over all particles. -/
theorem average_at_site {P : (Fin N → ZMod L) → ℝ} (h : IsHomogeneous P) (x : ZMod L)
    (g : (Fin N → ZMod L) → Fin N → ℝ) (hg : ∀ ω a i, g (fun k => ω k + a) i = g ω i) :
    (L : ℝ) * average P (fun ω => ∑ i, if ω i = x then g ω i else 0) =
      average P (fun ω => ∑ i, g ω i) := by
  have hx : ∀ x, average P (fun ω => ∑ i, if ω i = x then g ω i else 0) =
      average P (fun ω => ∑ i, if ω i = 0 then g ω i else 0) := by
    intro x
    refine (Equiv.sum_comp (Equiv.addRight (fun _ : Fin N => x))
      (fun ω => P ω * ∑ i, if ω i = x then g ω i else 0)).symm.trans ?_
    refine Finset.sum_congr rfl fun ω _ => ?_
    change P (fun i => ω i + x) *
      (∑ i, if ω i + x = x then g (fun k => ω k + x) i else 0) = _
    simp only [h.translation, hg, add_eq_right]
  rw [hx x]
  -- sum over all sites: every particle sits at exactly one of them
  calc _ = ∑ x : ZMod L, average P (fun ω => ∑ i, if ω i = x then g ω i else 0) := by
        rw [Finset.sum_congr rfl (fun x _ => hx x), Finset.sum_const, Finset.card_univ,
          ZMod.card, nsmul_eq_mul]
    _ = _ := by
        simp only [average]
        rw [Finset.sum_comm]
        refine Finset.sum_congr rfl fun ω _ => ?_
        rw [← Finset.mul_sum, Finset.sum_comm]
        simp

/-- The phase at a difference of sites is the difference of phases, up to a multiple of `2π`. -/
theorem phase_sub (q : ℤ) (x y : ZMod L) :
    ∃ k : ℤ, phase q (x - y) = phase q x - phase q y + k * (2 * Real.pi) := by
  have hL : (L : ℝ) * (L : ℝ)⁻¹ = 1 :=
    mul_inv_cancel₀ (Nat.cast_ne_zero.2 (NeZero.ne L))
  have hz : ((((x - y).val : ℤ) - ((x.val : ℤ) - (y.val : ℤ)) : ℤ) : ZMod L) = 0 := by
    simp only [Int.cast_sub, Int.cast_natCast, ZMod.natCast_zmod_val, sub_self]
  obtain ⟨m, hm⟩ := (CharP.intCast_eq_zero_iff (ZMod L) L _).1 hz
  have hr : ((x - y).val : ℝ) - ((x.val : ℝ) - (y.val : ℝ)) = L * m := by exact_mod_cast hm
  refine ⟨q * m, ?_⟩
  simp only [phase, div_eq_mul_inv, Int.cast_mul]
  linear_combination (2 * Real.pi * q * (L : ℝ)⁻¹) * hr + (2 * Real.pi * q * m) * hL

/-- The cosine wave at a difference of sites splits into products of waves at the two sites. -/
theorem cos_phase_sub (q : ℤ) (x y : ZMod L) : Real.cos (phase q (x - y)) =
    Real.cos (phase q x) * Real.cos (phase q y) +
      Real.sin (phase q x) * Real.sin (phase q y) := by
  obtain ⟨k, hk⟩ := phase_sub q x y
  rw [hk, Real.cos_add_int_mul_two_pi, Real.cos_sub]

/-- A cosine wave either sums to zero over the ring or equals one at every site `x`. -/
theorem sum_cos_phase (q : ℤ) (x : ZMod L) :
    ∑ d : ZMod L, Real.cos (phase q d) = 0 ∨ Real.cos (phase q x) = 1 := by
  -- a shift by x rotates the pair (cosine sum, sine sum) into itself
  have h1 := Equiv.sum_comp (Equiv.subRight x) (fun d => Real.cos (phase q d))
  have h2 := Equiv.sum_comp (Equiv.subRight x) (fun d => Real.sin (phase q d))
  have e2 : ∀ d : ZMod L, Real.sin (phase q (d - x)) = Real.sin (phase q d) *
      Real.cos (phase q x) - Real.cos (phase q d) * Real.sin (phase q x) := fun d => by
    obtain ⟨k, hk⟩ := phase_sub q d x
    rw [hk, Real.sin_add_int_mul_two_pi, Real.sin_sub]
  simp only [Equiv.subRight_apply, cos_phase_sub, e2, Finset.sum_add_distrib,
    Finset.sum_sub_distrib, ← Finset.sum_mul] at h1 h2
  set C := ∑ d : ZMod L, Real.cos (phase q d)
  set S := ∑ d : ZMod L, Real.sin (phase q d)
  have h3 : (C ^ 2 + S ^ 2) * (Real.cos (phase q x) - 1) = 0 := by
    linear_combination C * h1 + S * h2
  rcases mul_eq_zero.1 h3 with h4 | h4
  · have h5 : C ^ 2 = 0 := by nlinarith [sq_nonneg C, sq_nonneg S]
    exact Or.inl ((pow_eq_zero_iff two_ne_zero).1 h5)
  · exact Or.inr (sub_eq_zero.1 h4)

/-- In a homogeneous state with `N ≥ 1`, the structure factor is the mean squared density-wave
amplitude per particle, minus the contribution of the uniform background. -/
theorem structureFactor_eq [NeZero N] {P : (Fin N → ZMod L) → ℝ} (h : IsHomogeneous P)
    (q : ℤ) : structureFactor P q =
      average P (modePower q) / N - N / L * ∑ d : ZMod L, Real.cos (phase q d) := by
  have hL : (L : ℝ) ≠ 0 := Nat.cast_ne_zero.2 (NeZero.ne L)
  have hN : (N : ℝ) ≠ 0 := Nat.cast_ne_zero.2 (NeZero.ne N)
  -- the double sum over distinct particles is the mode power without its diagonal
  have hpair : ∀ ω : Fin N → ZMod L, (∑ i, ∑ j, if i ≠ j then
      Real.cos (phase q (ω j - ω i)) else 0) = modePower q ω - N := by
    intro ω
    have e : ∀ i j, (if i ≠ j then Real.cos (phase q (ω j - ω i)) else 0) =
        Real.cos (phase q (ω j)) * Real.cos (phase q (ω i)) +
        Real.sin (phase q (ω j)) * Real.sin (phase q (ω i)) - if i = j then 1 else 0 := by
      intro i j
      rw [← cos_phase_sub]
      by_cases hij : i = j
      · simp [hij, phase]
      · simp [hij]
    have hd : ∑ i : Fin N, ∑ j : Fin N, (if i = j then (1 : ℝ) else 0) = N := by simp
    simp only [e, Finset.sum_sub_distrib, Finset.sum_add_distrib, ← Finset.sum_mul,
      ← Finset.mul_sum]
    rw [hd, modePower]
    ring
  -- translation invariance replaces the particle at the origin by all particles
  have hp : (L : ℝ) * ∑ d, pairDensity P 0 d * Real.cos (phase q d) =
      average P (modePower q) - N := by
    have hs := average_at_site h 0
      (fun ω i => ∑ j, if i ≠ j then Real.cos (phase q (ω j - ω i)) else 0)
      (by intro ω a i; simp only [add_sub_add_right_eq_sub])
    simp only [hpair] at hs
    have ha : average P (fun ω => modePower q ω - N) = average P (modePower q) - N := by
      simp only [average, mul_sub, Finset.sum_sub_distrib, ← Finset.sum_mul, h.sum_one,
        one_mul]
    rw [← ha, ← hs]
    congr 1
    simp only [pairDensity, average, Finset.sum_mul]
    rw [Finset.sum_comm]
    refine Finset.sum_congr rfl fun ω _ => ?_
    simp only [mul_assoc, ← Finset.mul_sum]
    congr 1
    simp only [Finset.sum_mul]
    rw [Finset.sum_comm]
    refine Finset.sum_congr rfl fun i _ => ?_
    rw [Finset.sum_comm]
    by_cases h0 : ω i = 0
    · rw [if_pos h0]
      refine Finset.sum_congr rfl fun j _ => ?_
      by_cases hij : i = j <;> simp [h0, hij]
    · simp [h0]
  have hS : structureFactor P q = 1 + (∑ d, pairDensity P 0 d * Real.cos (phase q d)) /
      (N / L) - N / L * ∑ d : ZMod L, Real.cos (phase q d) := by
    rw [structureFactor, Finset.sum_div, Finset.mul_sum, add_sub_assoc,
      ← Finset.sum_sub_distrib]
    congr 1
    refine Finset.sum_congr rfl fun d _ => ?_
    simp only [hole]
    ring
  have hp' : ∑ d, pairDensity P 0 d * Real.cos (phase q d) =
      (average P (modePower q) - N) / L := by
    rw [eq_div_iff hL]
    linear_combination hp
  rw [hS, hp', div_div_div_cancel_right₀ hL, sub_div, div_self hN]
  ring

/-- Structure-factor constraint on holes: in a homogeneous state of `N ≥ 1` particles,
`1 + ∑ h(d) cos(2πqd/L)` is nonnegative for every integer `q`. -/
theorem structureFactor_nonneg [NeZero N] {P : (Fin N → ZMod L) → ℝ} (h : IsHomogeneous P)
    (q : ℤ) : 0 ≤ 1 + ∑ d, hole P d * Real.cos (2 * Real.pi * q * d.val / L) := by
  change 0 ≤ structureFactor P q
  by_cases hC : ∑ d : ZMod L, Real.cos (phase q d) = 0
  · rw [structureFactor_eq h, hC, mul_zero, sub_zero]
    refine div_nonneg (Finset.sum_nonneg fun ω _ => mul_nonneg (h.nonneg ω) ?_)
      (Nat.cast_nonneg N)
    unfold modePower
    positivity
  · -- the wave is constant: both terms equal N and cancel
    have hc : ∀ d : ZMod L, Real.cos (phase q d) = 1 := fun d =>
      (sum_cos_phase q d).resolve_left hC
    have hs : ∀ d : ZMod L, Real.sin (phase q d) = 0 := fun d =>
      Real.sin_eq_zero_iff_cos_eq.2 (Or.inl (hc d))
    have e : ∀ ω : Fin N → ZMod L, modePower q ω = (N : ℝ) * N := by
      intro ω
      simp [modePower, hc, hs, pow_two]
    have hM : average P (modePower q) = (N : ℝ) * N := by
      simp only [average, e, ← Finset.sum_mul, h.sum_one, one_mul]
    have hCL : ∑ d : ZMod L, Real.cos (phase q d) = L := by simp [hc, ZMod.card]
    have hL : (L : ℝ) ≠ 0 := Nat.cast_ne_zero.2 (NeZero.ne L)
    have hNL : (N : ℝ) / L * L = N := by field_simp
    have h0 : structureFactor P q = 0 := by
      rw [structureFactor_eq h, hM, hCL, hNL, mul_self_div_self, sub_self]
    exact h0.ge

end

end StructureFactorHole
```

```lean
#print axioms StructureFactorHole.structureFactor_nonneg
```

```
'StructureFactorHole.structureFactor_nonneg' depends on axioms: [propext, Classical.choice, Quot.sound]
```

## Shifts, phases and the two cases in Lean

`average_at_site` is the passage from one site to all particles. Its hypothesis `hg` says that `g` is unchanged by a common shift. The intermediate claim `hx` reindexes the sum over configurations with `Equiv.sum_comp` and then uses the invariance of `P`. The `calc` block sums over all sites and exchanges the order of summation.

`phase_sub` deals with the representatives. The value of `x - y` between \(0\) and \(L-1\) may differ from the difference of the two values by a multiple \(Lm\), and the phase then changes by \(2\pi qm\). The integer `k` in the statement is this \(qm\). `cos_phase_sub` removes the multiple of \(2\pi\) and applies the addition formula.

`sum_cos_phase` proves the alternative for the background. The equations `h1` and `h2` are the two shifted sums, and `linear_combination C * h1 + S * h2` is the multiplication and addition carried out above. Inside this proof, `S` is the sine sum \(D\), not the structure factor.

`structureFactor_eq` assembles the formula for \(S(q)\), with `modePower` as \(M\). Its parts correspond to the derivation as follows:

- `hpair` factorises the double sum and subtracts the diagonal.
- `hp` applies `average_at_site` at site `0` and rearranges the finite sums until the pair density appears.
- `hS` separates the pair term from the background, and `hp'` divides `hp` by \(L\).

The last theorem, `structureFactor_nonneg`, states the constraint with the cosine written out; the opening `change` identifies it with `structureFactor P q`. The proof distinguishes whether the cosine sum vanishes, not whether \(L\) divides \(q\). If it vanishes, the remaining term is a mean of squares divided by \(N\), and `positivity` handles the squares. If not, `sum_cos_phase` makes every cosine equal to one, `hM` and `hCL` evaluate the two terms, and `h0` records that they cancel.
